# The density of states induced by an impurity in a finite non-interacting bath, from the hybridisation function and its derivative

## Does the impurity spectral function give the whole change in the density of states?

I get the wrong band energy when I use the impurity spectral function as the change in the density of states. My example has one impurity level at energy 0, coupled with strength 1 to one bath level, also at energy 0. The coupled levels lie at −1 and +1. Filling the negative one changes the band energy by −1 relative to the bath alone. The impurity spectral function has a peak of weight 1/2 at each of these energies, so it gives −1/2. It also shows nothing at energy 0, where the bath has lost a level. What is missing, and can I get it from the hybridisation function without diagonalising the coupled system?

## The missing part is the change inside the bath

The impurity spectral function only counts weight on the impurity site. The coupling also changes the diagonal Green function of every bath level with V_k ≠ 0, and the derivative of the hybridisation function adds up those changes.

Let the impurity have energy a and the bath levels energies e_k, all real. Let V_k be the Hamiltonian's matrix element between the impurity (row) and bath level k (column); it may be complex. With index 0 for the impurity, the Hamiltonian H has the entries

H_00 = a,  H_0k = V_k,  H_k0 = V_k*,  H_kl = e_k δ_kl.

For a complex energy z, define the Green matrix G = (z − H)⁻¹ and the hybridisation function

Δ(z) = ∑_k |V_k|²/(z − e_k).

Assume that z equals no e_k and that z − a − Δ(z) ≠ 0. The equation (z − H)G = 1 reads, for each column j,

(z − a) G_0j − ∑_m V_m G_mj = δ_0j,
(z − e_k) G_kj − V_k* G_0j = δ_kj.

For j = 0 the second line gives G_k0 = V_k* G_00/(z − e_k). Inserted into the first line, this gives (z − a − Δ(z)) G_00 = 1, so

G_00 = g, with g = 1/(z − a − Δ(z)).

For a bath column j = l, the second line gives

G_kl = δ_kl/(z − e_k) + V_k* G_0l/(z − e_k).

The first line then becomes (z − a − Δ(z)) G_0l = V_l/(z − e_l). Hence G_0l = g V_l/(z − e_l), and

G_kl = δ_kl/(z − e_k) + V_k* g V_l/((z − e_k)(z − e_l)).

Set l = k, subtract the free value and sum:

∑_k [G_kk − 1/(z − e_k)] = g ∑_k |V_k|²/(z − e_k)² = −Δ'(z) g,

because differentiating Δ term by term gives Δ'(z) = −∑_k |V_k|²/(z − e_k)². Adding G_00 = g gives

tr G = ∑_k 1/(z − e_k) + (1 − Δ'(z))/(z − a − Δ(z)).

The last term is the induced trace. Its numerator is the derivative of its denominator, so it is the logarithmic derivative of z − a − Δ(z). It reduces to g alone exactly when Δ'(z) = 0. The wide-band approximation takes Δ as constant, so within it the impurity spectral function is the whole change.

### Your two-level example at z = i

Here a = e = 0 and V = 1, so Δ(z) = 1/z and Δ'(z) = −1/z². At z = i, which means energy 0 with broadening 1,

Δ(i) = −i,  Δ'(i) = 1,  z − a − Δ = 2i.

The induced trace is (1 − 1)/(2i) = 0, although the impurity Green function is 1/(2i) = −i/2. The eigenvalues confirm this: the coupled system has trace 1/(i − 1) + 1/(i + 1) = −i, and the bath alone has 1/i = −i. At this point the impurity spectral function is 1/(2π), while the broadened density of states is unchanged: with broadening 1, the tails of the peaks at −1 and +1 exactly offset the lost bath level. For general z (other than 0 and ±1) the induced trace is (1 + 1/z²)/(z − 1/z) = 1/(z − 1) + 1/(z + 1) − 1/z. It contains both new levels with full weight and removes the bath level at 0, so filling the negative level changes the band energy by −1, as you found.

In the smallest case there are no bath levels. The sum over the bath levels, Δ and Δ' all vanish, and the trace formula gives 1/(z − a), the Green function of a single level.

### What the Lean theorems state

The bath levels are labelled by a finite type `n`, which may be empty. The matrix `starH a V e` is indexed by `Option n`: `none` is the impurity, often written d with energy ε_d in textbooks, and `some k` is bath level k. Since `a` and `e` are real and the two coupling blocks are conjugate, the matrix is Hermitian. Real couplings are a special case.

`green M z` is the matrix inverse of z − M, `hyb V e` is Δ, `impG` is g, and `deriv (hyb V e) z` is the complex derivative of Δ. The hypothesis `hz` says that z is no bath level, and `hd` says that z − a − Δ(z) is nonzero. Both hold automatically when Im z > 0, since the bath energies are real and the imaginary part of z − a − Δ(z) is then at least Im z; this short argument is a side remark with no theorem behind it below.

The trace formula is `trace_green`. The theorem `induced_dos` carries it over to the density of states, defined for any matrix as −Im tr G/π:

dos(coupled) − dos(bath) = −Im[(1 − Δ'(z))/(z − a − Δ(z))]/π.

The argument of `dos` is complex: for Im z > 0, Re z is the energy and Im z the Lorentzian broadening. The reference system is the bath without the impurity site, so an uncoupled impurity still contributes its own level.

For a finite non-interacting bath, as in a discretised embedding calculation, this gives the change in the density of states from a and Δ, without diagonalising H. The step to a real metallic host is the limit of infinitely many bath levels followed by vanishing broadening, which the theorems do not take. Electron–electron interaction on the impurity is absent as well.

```lean
import Mathlib

open ComplexConjugate

namespace ImpurityInducedDensity

noncomputable section

variable {n : Type*} [Fintype n] [DecidableEq n]

/-- The star Hamiltonian: an impurity of energy `a` (index `none`) coupled by `V k` to
bath levels of energy `e k` (index `some k`), which are not coupled to each other. -/
def starH (a : ℝ) (V : n → ℂ) (e : n → ℝ) : Matrix (Option n) (Option n) ℂ :=
  Matrix.of fun i j => match i, j with
    | none, none => (a : ℂ)
    | none, some k => V k
    | some k, none => conj (V k)
    | some k, some l => if k = l then (e k : ℂ) else 0

/-- The Green matrix `(z - M)⁻¹` of a Hamiltonian matrix `M`, for `z` where `z - M` is
invertible. -/
def green {m : Type*} [Fintype m] [DecidableEq m] (M : Matrix m m ℂ) (z : ℂ) :
    Matrix m m ℂ :=
  (z • (1 : Matrix m m ℂ) - M)⁻¹

omit [DecidableEq n] in
/-- The hybridisation function `Δ(z) = ∑ |V k|² / (z - e k)`, for `z` different from every
bath level. -/
def hyb (V : n → ℂ) (e : n → ℝ) (z : ℂ) : ℂ :=
  ∑ k, (‖V k‖ : ℂ) ^ 2 / (z - e k)

/-- The impurity Green function `1 / (z - a - Δ(z))`, for `z` different from every bath level
and with nonzero denominator. -/
def impG (a : ℝ) (V : n → ℂ) (e : n → ℝ) (z : ℂ) : ℂ :=
  1 / (z - a - hyb V e z)

/-- The closed form of the Green matrix of the star, for `z` different from every bath level
and `z - a - Δ(z)` nonzero: bath electrons scatter through the impurity. -/
def starG (a : ℝ) (V : n → ℂ) (e : n → ℝ) (z : ℂ) : Matrix (Option n) (Option n) ℂ :=
  Matrix.of fun i j => match i, j with
    | none, none => impG a V e z
    | none, some l => impG a V e z * V l / (z - e l)
    | some k, none => conj (V k) * impG a V e z / (z - e k)
    | some k, some l => (if k = l then 1 / (z - e k) else 0) +
        conj (V k) * impG a V e z * V l / (z - e k) / (z - e l)

/-- A coupling times its conjugate is its squared modulus. -/
lemma coupling_sq (v : ℂ) : v * conj v = (‖v‖ : ℂ) ^ 2 := by
  rw [Complex.mul_conj, Complex.normSq_eq_norm_sq, Complex.ofReal_pow]

omit [DecidableEq n] in
/-- Away from the bath levels the hybridisation function has the derivative
`-∑ |V k|² / (z - e k)²`. -/
theorem hasDerivAt_hyb (V : n → ℂ) (e : n → ℝ) (z : ℂ) (hz : ∀ k, z ≠ e k) :
    HasDerivAt (hyb V e) (-∑ k, (‖V k‖ : ℂ) ^ 2 / (z - e k) ^ 2) z := by
  have h : ∀ k, HasDerivAt (fun w : ℂ => (‖V k‖ : ℂ) ^ 2 / (w - e k))
      (-((‖V k‖ : ℂ) ^ 2 / (z - e k) ^ 2)) z := by
    intro k
    have h1 : HasDerivAt (fun w : ℂ => w - (e k : ℂ)) 1 z :=
      (hasDerivAt_id' z).sub_const _
    have h2 := (hasDerivAt_const z ((‖V k‖ : ℂ) ^ 2)).fun_div h1 (sub_ne_zero.mpr (hz k))
    exact h2.congr_deriv (by ring)
  rw [← Finset.sum_neg_distrib]
  exact HasDerivAt.fun_sum (fun k _ => h k)

/-- If `z` is no bath level and `z - a - Δ(z)` is nonzero, the Green matrix of the star
is given by the closed form `starG`. -/
theorem green_starH (a : ℝ) (V : n → ℂ) (e : n → ℝ) (z : ℂ) (hz : ∀ k, z ≠ e k)
    (hd : z - a - hyb V e z ≠ 0) : green (starH a V e) z = starG a V e z := by
  unfold green
  apply Matrix.inv_eq_right_inv
  -- the entries of `z - H`
  have h00 : (z • (1 : Matrix (Option n) (Option n) ℂ) - starH a V e) none none = z - a := by
    simp [starH]
  have h0k : ∀ k, (z • (1 : Matrix (Option n) (Option n) ℂ) - starH a V e) none (some k)
      = -V k := by
    intro k; simp [starH]
  have hk0 : ∀ k, (z • (1 : Matrix (Option n) (Option n) ℂ) - starH a V e) (some k) none
      = -conj (V k) := by
    intro k; simp [starH]
  have hkl : ∀ k l, (z • (1 : Matrix (Option n) (Option n) ℂ) - starH a V e) (some k) (some l)
      = if k = l then z - e k else 0 := by
    intro k l
    by_cases h : k = l <;> simp [starH, h]
  -- the entries of the closed form
  have g00 : starG a V e z none none = impG a V e z := rfl
  have g0k : ∀ l, starG a V e z none (some l) = impG a V e z * V l / (z - e l) :=
    fun _ => rfl
  have gk0 : ∀ k, starG a V e z (some k) none = conj (V k) * impG a V e z / (z - e k) :=
    fun _ => rfl
  have gkl : ∀ k l, starG a V e z (some k) (some l) = (if k = l then 1 / (z - e k) else 0) +
      conj (V k) * impG a V e z * V l / (z - e k) / (z - e l) := fun _ _ => rfl
  have hg : (z - a - hyb V e z) * impG a V e z = 1 := mul_one_div_cancel hd
  have hinv : ∀ k, (z - e k) * (1 / (z - e k)) = 1 :=
    fun k => mul_one_div_cancel (sub_ne_zero.mpr (hz k))
  generalize impG a V e z = g at *
  -- hopping to the bath and back produces the hybridisation function
  have hs : ∑ m, -V m * (conj (V m) * g / (z - e m)) = -(hyb V e z * g) := by
    unfold hyb
    rw [Finset.sum_mul, ← Finset.sum_neg_distrib]
    refine Finset.sum_congr rfl fun m _ => ?_
    rw [← coupling_sq]
    ring
  ext i j
  rw [Matrix.mul_apply, Fintype.sum_option]
  rcases i with _ | k
  · rcases j with _ | l
    · simp only [h00, h0k, g00, gk0]
      rw [hs, Matrix.one_apply_eq]
      linear_combination hg
    · have ht : ∑ m, -V m * ((if m = l then 1 / (z - e m) else 0) +
          conj (V m) * g * V l / (z - e m) / (z - e l))
          = -(V l / (z - e l)) + -(hyb V e z * g) * (V l / (z - e l)) := by
        calc _ = ∑ m, ((if m = l then -(V m / (z - e m)) else 0) +
              (-V m * (conj (V m) * g / (z - e m))) * (V l / (z - e l))) :=
              Finset.sum_congr rfl fun m _ => by split_ifs <;> ring
          _ = _ := by
              rw [Finset.sum_add_distrib, ← Finset.sum_mul, hs]
              simp only [Finset.sum_ite_eq', Finset.mem_univ, if_true]
      simp only [h00, h0k, g0k, gkl]
      rw [ht, Matrix.one_apply_ne (by simp)]
      linear_combination (V l / (z - e l)) * hg
  · rcases j with _ | l
    · simp only [hk0, hkl, g00, gk0, ite_mul, zero_mul, Finset.sum_ite_eq,
        Finset.mem_univ, if_true]
      rw [Matrix.one_apply_ne (by simp)]
      linear_combination (conj (V k) * g) * hinv k
    · simp only [hk0, hkl, g0k, gkl, ite_mul, zero_mul, Finset.sum_ite_eq,
        Finset.mem_univ, if_true]
      by_cases h : k = l
      · subst h
        rw [Matrix.one_apply_eq, if_pos rfl]
        linear_combination (1 + conj (V k) * g * (V k / (z - e k))) * hinv k
      · rw [Matrix.one_apply_ne (by simpa using h), if_neg h]
        linear_combination (conj (V k) * g * (V l / (z - e l))) * hinv k

/-- If `z` is no bath level and `z - a - Δ(z)` is nonzero, the impurity changes the trace of
the Green matrix over the bath by `-Δ'(z)` times the impurity Green function. -/
theorem bath_change (a : ℝ) (V : n → ℂ) (e : n → ℝ) (z : ℂ) (hz : ∀ k, z ≠ e k)
    (hd : z - a - hyb V e z ≠ 0) :
    ∑ k, (green (starH a V e) z (some k) (some k) - 1 / (z - e k))
      = -deriv (hyb V e) z * impG a V e z := by
  rw [green_starH a V e z hz hd, (hasDerivAt_hyb V e z hz).deriv, neg_neg, Finset.sum_mul]
  refine Finset.sum_congr rfl fun k _ => ?_
  have hG : starG a V e z (some k) (some k) = (if k = k then 1 / (z - e k) else 0) +
      conj (V k) * impG a V e z * V k / (z - e k) / (z - e k) := rfl
  rw [hG, if_pos rfl, ← coupling_sq, div_div]
  ring

/-- If `z` is no bath level and `z - a - Δ(z)` is nonzero, the trace of the Green matrix is
that of the free bath plus `(1 - Δ'(z)) / (z - a - Δ(z))`. -/
theorem trace_green (a : ℝ) (V : n → ℂ) (e : n → ℝ) (z : ℂ) (hz : ∀ k, z ≠ e k)
    (hd : z - a - hyb V e z ≠ 0) :
    (green (starH a V e) z).trace
      = ∑ k, 1 / (z - e k) + (1 - deriv (hyb V e) z) / (z - a - hyb V e z) := by
  -- split the trace into impurity and bath
  have ht : (green (starH a V e) z).trace = green (starH a V e) z none none
      + ∑ k, green (starH a V e) z (some k) (some k) := Fintype.sum_option _
  have h0 : green (starH a V e) z none none = impG a V e z := by
    rw [green_starH a V e z hz hd]; rfl
  have hb := bath_change a V e z hz hd
  rw [Finset.sum_sub_distrib] at hb
  unfold impG at h0 hb
  linear_combination ht + h0 + hb

/-- If `z` is no bath level and `z - a - Δ(z)` is nonzero, the trace induced by the impurity
is the logarithmic derivative of `z - a - Δ(z)`. -/
theorem induced_eq_logDeriv (a : ℝ) (V : n → ℂ) (e : n → ℝ) (z : ℂ) (hz : ∀ k, z ≠ e k)
    (hd : z - a - hyb V e z ≠ 0) :
    (green (starH a V e) z).trace - ∑ k, 1 / (z - e k)
      = logDeriv (fun w : ℂ => w - a - hyb V e w) z := by
  have hD := (hasDerivAt_hyb V e z hz).differentiableAt.hasDerivAt
  have hf : HasDerivAt (fun w : ℂ => w - a - hyb V e w) (1 - deriv (hyb V e) z) z :=
    ((hasDerivAt_id' z).sub_const (a : ℂ)).fun_sub hD
  rw [trace_green a V e z hz hd, add_sub_cancel_left, logDeriv_apply, hf.deriv]

/-- If `z` is no bath level and `z - a - Δ(z)` is nonzero, the induced trace equals the
impurity Green function alone exactly when `Δ'(z) = 0`. -/
theorem induced_eq_impG_iff (a : ℝ) (V : n → ℂ) (e : n → ℝ) (z : ℂ) (hz : ∀ k, z ≠ e k)
    (hd : z - a - hyb V e z ≠ 0) :
    (green (starH a V e) z).trace - ∑ k, 1 / (z - e k) = impG a V e z
      ↔ deriv (hyb V e) z = 0 := by
  rw [trace_green a V e z hz hd, add_sub_cancel_left]
  unfold impG
  constructor
  · intro h
    rw [div_left_inj' hd] at h
    linear_combination -h
  · intro h
    rw [h, sub_zero]

/-- The expression `-Im tr (z - M)⁻¹ / π`, for `z` where `z - M` is invertible. For Hermitian `M`
and `Im z > 0` it is the density of states at energy `Re z` with broadening `Im z`. -/
def dos {m : Type*} [Fintype m] [DecidableEq m] (M : Matrix m m ℂ) (z : ℂ) : ℝ :=
  -(green M z).trace.im / Real.pi

/-- For `z` different from every bath level, the Green matrix of the isolated bath has trace
`∑ 1 / (z - e k)`. -/
theorem trace_green_bath (e : n → ℝ) (z : ℂ) (hz : ∀ k, z ≠ e k) :
    (green (Matrix.diagonal fun k => (e k : ℂ)) z).trace = ∑ k, 1 / (z - e k) := by
  have h : green (Matrix.diagonal fun k => (e k : ℂ)) z
      = Matrix.diagonal fun k => 1 / (z - e k) := by
    unfold green
    apply Matrix.inv_eq_right_inv
    have h1 : z • (1 : Matrix n n ℂ) - Matrix.diagonal (fun k => (e k : ℂ))
        = Matrix.diagonal fun k => z - e k := by
      ext i j
      by_cases hij : i = j
      · subst hij; simp
      · simp [hij]
    have h2 : (fun k => (z - e k) * (1 / (z - e k))) = fun _ : n => (1 : ℂ) :=
      funext fun k => mul_one_div_cancel (sub_ne_zero.mpr (hz k))
    rw [h1, Matrix.diagonal_mul_diagonal, h2]
    exact Matrix.diagonal_one
  rw [h, Matrix.trace_diagonal]

/-- If `z` is no bath level and `z - a - Δ(z)` is nonzero, the density of states of the star
minus that of the isolated bath is `-Im [(1 - Δ'(z)) / (z - a - Δ(z))] / π`. -/
theorem induced_dos (a : ℝ) (V : n → ℂ) (e : n → ℝ) (z : ℂ) (hz : ∀ k, z ≠ e k)
    (hd : z - a - hyb V e z ≠ 0) :
    dos (starH a V e) z - dos (Matrix.diagonal fun k => (e k : ℂ)) z
      = -((1 - deriv (hyb V e) z) / (z - a - hyb V e z)).im / Real.pi := by
  unfold dos
  rw [trace_green a V e z hz hd, trace_green_bath e z hz, Complex.add_im]
  ring

end

end ImpurityInducedDensity
```

```lean
#print axioms ImpurityInducedDensity.induced_eq_logDeriv
-- 'ImpurityInducedDensity.induced_eq_logDeriv' depends on axioms: [propext, Classical.choice, Quot.sound]
#print axioms ImpurityInducedDensity.induced_eq_impG_iff
-- 'ImpurityInducedDensity.induced_eq_impG_iff' depends on axioms: [propext, Classical.choice, Quot.sound]
#print axioms ImpurityInducedDensity.induced_dos
-- 'ImpurityInducedDensity.induced_dos' depends on axioms: [propext, Classical.choice, Quot.sound]
```

### From the four blocks to the trace

`hasDerivAt_hyb` differentiates Δ: the quotient rule handles one term, and `HasDerivAt.fun_sum` adds the terms.

`green_starH` contains the matrix work. The derivation above solves for G, whereas the proof starts from the closed form `starG` and checks that multiplying it by z − H gives the identity; `Matrix.inv_eq_right_inv` then identifies it with the inverse. The product is checked in four blocks, according to whether the row and the column belong to the impurity or the bath. The intermediate equation `hs` is the step in which hopping into the bath and back produces Δ(z)g, with `coupling_sq` turning V_k V_k* into |V_k|². The facts `hg` and `hinv` express (z − a − Δ(z))g = 1 and (z − e_k)·1/(z − e_k) = 1, and `linear_combination` closes each block with one of them.

`bath_change` reads off the diagonal bath entries and recognises their summed change as −Δ'(z)g. `trace_green` splits the trace into impurity and bath with `Fintype.sum_option`, then adds the two contributions.

The remaining results are short. `induced_eq_logDeriv` differentiates z − a − Δ(z) and compares quotients. `induced_eq_impG_iff` cancels the nonzero denominator, which leaves 1 − Δ'(z) = 1. `trace_green_bath` inverts the diagonal bath matrix, and `induced_dos` subtracts the two traces and takes imaginary parts.
